# Magnetic dipole strengths between the two levels of a spin one half coupled to an angular momentum l

Q: For the rate of the magnetic dipole line $^2P_{3/2}\to{}^2P_{1/2}$ of one electron outside closed shells, I multiply the cube of the frequency by a constant and an angular strength. With $g_S=2$ and $g_L=1$ it is $1/3$ per initial state, in squared Bohr magnetons. Where does that number come from?

A: From the algebra of $L$ and $\sigma$. Set $\hbar=1$ and $X=\sigma\cdot L$. Since $\sigma_i\sigma_j=\delta_{ij}+i\sum_k\epsilon_{ijk}\sigma_k$ and $L\times L=iL$,
$$X^2=L^2+i\,\sigma\cdot(L\times L)=l(l+1)-X .$$
So $(X-l)(X+l+1)=0$. Therefore $P=(X+l+1)/(2l+1)$ and $Q=1-P$ are complementary projectors, with $XP=lP$ and $XQ=-(l+1)Q$. They select $j=l+\tfrac12$ and $j=l-\tfrac12$. In an atom with $l=0$ only the first level exists: there $L=0$, so $X=0$ and $Q=0$.

Next, $\sum_k\sigma_k\sigma_j\sigma_k=-\sigma_j$ gives $\sum_k\sigma_kX\sigma_k=-X$, hence
$$\sum_k\sigma_kP\sigma_k=\frac{3(l+1)-X}{2l+1}.$$
Between two factors $Q$, $X$ becomes $-(l+1)$, so
$$\sum_kQ\sigma_kP\sigma_kQ=\frac{4(l+1)}{2l+1}Q.$$
In the other direction, $\sigma_k^2=1$ gives
$$\sum_kP\sigma_kQ\sigma_kP=\Big(3-\frac{2l+3}{2l+1}\Big)P=\frac{4l}{2l+1}P.$$

Q: That is the spin alone. The dipole operator also contains $L$.

A: Write $\mu_k=g_LL_k+g_S\sigma_k/2=g_LJ_k+\tfrac12(g_S-g_L)\sigma_k$, with $J_k=L_k+\sigma_k/2$. The commutators $[L_k,X]=i\sum_{jm}\epsilon_{kjm}\sigma_jL_m$ and $[\sigma_k/2,X]=i\sum_{jm}\epsilon_{kjm}\sigma_mL_j$ cancel, so $PJ_kQ=J_kPQ=0$, and likewise $QJ_kP=0$. Multiplying the spin strengths by $(g_S-g_L)^2/4$ gives $(g_S-g_L)^2\,l/(2l+1)$ from $P$ and $(g_S-g_L)^2(l+1)/(2l+1)$ from $Q$.

Q: Where is the atom in the formal hypotheses?

A: Only its angular part is there. `A` is any complex algebra, and indices 0, 1, 2 stand for $x,y,z$.

In Lean 4 with Mathlib:

```lean
import Mathlib

open Complex
open scoped Kronecker

namespace FineStructureDipole

noncomputable section

variable {A : Type*} [Ring A] [Algebra ℂ A] {L σ : Fin 3 → A} {l : ℝ}
```

The structure lists the relations used above. The field `comm` says that orbit and spin are independent degrees of freedom. The condition $l\ge0$ fixes the label, since $-l-1$ gives the same $L^2$.

```lean
/-- An angular momentum triple `L` with `L² = l(l+1)`, `l ≥ 0` real, that commutes with a
Pauli triple `σ`. -/
structure SpinHalfCoupling (L σ : Fin 3 → A) (l : ℝ) : Prop where
  l_nonneg : 0 ≤ l
  L_xy : L 0 * L 1 - L 1 * L 0 = I • L 2
  L_yz : L 1 * L 2 - L 2 * L 1 = I • L 0
  L_zx : L 2 * L 0 - L 0 * L 2 = I • L 1
  L_sq : L 0 * L 0 + L 1 * L 1 + L 2 * L 2 = ((l : ℂ) * (l + 1)) • (1 : A)
  s_sq : ∀ k, σ k * σ k = 1
  s_xy : σ 0 * σ 1 = I • σ 2
  s_yz : σ 1 * σ 2 = I • σ 0
  s_zx : σ 2 * σ 0 = I • σ 1
  s_yx : σ 1 * σ 0 = (-I) • σ 2
  s_zy : σ 2 * σ 1 = (-I) • σ 0
  s_xz : σ 0 * σ 2 = (-I) • σ 1
  comm : ∀ j k, L j * σ k = σ k * L j
```

Q: Is `LS` the usual $L\cdot S$?

A: It is twice that, because it contains $\sigma$ and not $S=\sigma/2$.

```lean
/-- The spin-orbit operator `σ·L`. -/
def LS (L σ : Fin 3 → A) : A := σ 0 * L 0 + σ 1 * L 1 + σ 2 * L 2
```

"Upper" means $j=l+\tfrac12$, whatever the order of the energies.

```lean
/-- The operator `P = (σ·L + l + 1)/(2l+1)` of the upper level, for `2l + 1 ≠ 0`. -/
def upper (L σ : Fin 3 → A) (l : ℝ) : A :=
  (2 * (l : ℂ) + 1)⁻¹ • (LS L σ + ((l : ℂ) + 1) • (1 : A))

/-- The operator `Q = 1 - P` of the lower level, for `2l + 1 ≠ 0`. -/
def lower (L σ : Fin 3 → A) (l : ℝ) : A := 1 - upper L σ l
```

The electron's moment has an overall minus sign, which drops out of the strengths.

```lean
/-- The magnetic dipole operator `g_L L + g_S σ/2`, component `k`, in units of the magneton. -/
def moment (L σ : Fin 3 → A) (gL gS : ℂ) (k : Fin 3) : A := gL • L k + (gS / 2) • σ k
```

Q: An abstract algebra has no matrix elements. Why call these sums strengths?

A: For Hermitian $L,\sigma$ and real $g$ factors, the expectation value of $\sum_kP\mu_kQ\mu_kP$ in a normalised state of $P$ is the sum of $|\langle f|\mu_k|i\rangle|^2$ over $k$ and over an orthonormal basis of final states $f$ in the level $Q$. Carrying this to your atom or ion assumes that both levels share one radial function.

Q: Does the proof take the same route?

A: Yes. In `LS_sq`, `key` moves $L$ past $\sigma$, and `linear_combination` inserts the commutators and $L^2$.

```lean
/-- The spin-orbit operator of a coupled spin one half obeys `(σ·L)² = l(l+1) - σ·L`. -/
theorem LS_sq (h : SpinHalfCoupling L σ l) :
    LS L σ * LS L σ = ((l : ℂ) * (l + 1)) • (1 : A) - LS L σ := by
  have key : ∀ i j, σ i * L i * (σ j * L j) = σ i * σ j * (L i * L j) := by
    intro i j
    calc _ = σ i * (L i * σ j) * L j := by simp only [mul_assoc]
      _ = _ := by rw [h.comm]; simp only [mul_assoc]
  -- a commutator of L next to a Pauli matrix gives back one term of -σ·L
  have gen : ∀ x a b d : A, a - b = I • d → I • (x * a) + (-I) • (x * b) = -(x * d) := by
    intro x a b d e
    calc _ = I • (x * (a - b)) := by rw [mul_sub]; module
      _ = _ := by rw [e, mul_smul_comm, smul_smul, I_mul_I, neg_one_smul]
  simp only [LS, add_mul, mul_add, key, h.s_sq, h.s_xy, h.s_yz, h.s_zx, h.s_yx, h.s_zy,
    h.s_xz, one_mul, smul_mul_assoc]
  linear_combination (norm := module) gen (σ 0) _ _ _ h.L_yz + gen (σ 1) _ _ _ h.L_zx
    + gen (σ 2) _ _ _ h.L_xy + h.L_sq
```

The values of $X$ and the projector relations follow from the quadratic equation.

```lean
/-- For a coupled spin one half, `σ·L` takes the value `l` on the upper level and `-(l+1)` on
the lower level. -/
theorem LS_levels (h : SpinHalfCoupling L σ l) :
    LS L σ * upper L σ l = (l : ℂ) • upper L σ l ∧
    LS L σ * lower L σ l = (-((l : ℂ) + 1)) • lower L σ l := by
  have hc : 2 * (l : ℂ) + 1 ≠ 0 := by
    exact_mod_cast (by linarith [h.l_nonneg] : (0 : ℝ) < 2 * l + 1).ne'
  have hP : (2 * (l : ℂ) + 1) • upper L σ l = LS L σ + ((l : ℂ) + 1) • (1 : A) :=
    smul_inv_smul₀ hc _
  have h1 : LS L σ * upper L σ l = (l : ℂ) • upper L σ l := by
    unfold upper
    rw [mul_smul_comm, mul_add, LS_sq h, mul_smul_comm, mul_one]
    module
  refine ⟨h1, ?_⟩
  rw [lower, mul_sub, h1, mul_one]
  linear_combination (norm := module) (-1 : ℂ) • hP

/-- The two level operators of a coupled spin one half are idempotent and annihilate each
other. -/
theorem projectors (h : SpinHalfCoupling L σ l) :
    upper L σ l * upper L σ l = upper L σ l ∧ lower L σ l * lower L σ l = lower L σ l ∧
    upper L σ l * lower L σ l = 0 ∧ lower L σ l * upper L σ l = 0 := by
  have hc : 2 * (l : ℂ) + 1 ≠ 0 := by
    exact_mod_cast (by linarith [h.l_nonneg] : (0 : ℝ) < 2 * l + 1).ne'
  have hP : (2 * (l : ℂ) + 1) • upper L σ l = LS L σ + ((l : ℂ) + 1) • (1 : A) :=
    smul_inv_smul₀ hc _
  have e : (2 * (l : ℂ) + 1) • (upper L σ l * upper L σ l)
      = (2 * (l : ℂ) + 1) • upper L σ l := by
    calc _ = ((2 * (l : ℂ) + 1) • upper L σ l) * upper L σ l := (smul_mul_assoc _ _ _).symm
      _ = (LS L σ + ((l : ℂ) + 1) • (1 : A)) * upper L σ l := by rw [hP]
      _ = _ := by rw [add_mul, (LS_levels h).1, smul_mul_assoc, one_mul]; module
  have hPP : upper L σ l * upper L σ l = upper L σ l := by
    have e' := congrArg (fun x => (2 * (l : ℂ) + 1)⁻¹ • x) e
    simpa only [inv_smul_smul₀ hc] using e'
  refine ⟨hPP, ?_, ?_, ?_⟩ <;> simp [lower, mul_sub, sub_mul, hPP]
```

Here `s` is the sign reversal $\sum_k\sigma_kX\sigma_k=-X$.

```lean
/-- For a coupled spin one half, `∑ₖ σₖ P σₖ = (3(l+1) - σ·L)/(2l+1)`. -/
theorem sum_upper (h : SpinHalfCoupling L σ l) :
    ∑ k, σ k * upper L σ l * σ k
      = (2 * (l : ℂ) + 1)⁻¹ • ((3 * ((l : ℂ) + 1)) • (1 : A) - LS L σ) := by
  have key : ∀ k j, σ k * (σ j * L j) * σ k = σ k * σ j * σ k * L j := by
    intro k j
    calc _ = σ k * σ j * (L j * σ k) := by simp only [mul_assoc]
      _ = _ := by rw [h.comm]; simp only [mul_assoc]
  -- the spin sandwich reverses the sign of σ·L
  have s : σ 0 * LS L σ * σ 0 + σ 1 * LS L σ * σ 1 + σ 2 * LS L σ * σ 2 = -LS L σ := by
    simp only [LS, mul_add, add_mul, key, h.s_sq, h.s_xy, h.s_yz, h.s_zx, h.s_yx, h.s_zy,
      h.s_xz, one_mul, smul_mul_assoc, smul_smul, neg_mul_neg, I_mul_I]
    module
  simp only [upper, Fin.sum_univ_three, mul_smul_comm, smul_mul_assoc, mul_add, add_mul,
    mul_one, h.s_sq]
  linear_combination (norm := module) (2 * (l : ℂ) + 1)⁻¹ • s
```

The first half substitutes $Q=1-P$; the second projects the sum directly.

```lean
/-- Strengths of the Pauli triple `σ` between the fine-structure levels of a coupled spin one half:
`∑ₖ PσₖQσₖP = 4l/(2l+1) P` and `∑ₖ QσₖPσₖQ = 4(l+1)/(2l+1) Q`. -/
theorem spin_strength (h : SpinHalfCoupling L σ l) :
    ∑ k, upper L σ l * σ k * lower L σ l * σ k * upper L σ l
      = (4 * (l : ℂ) / (2 * l + 1)) • upper L σ l ∧
    ∑ k, lower L σ l * σ k * upper L σ l * σ k * lower L σ l
      = (4 * ((l : ℂ) + 1) / (2 * l + 1)) • lower L σ l := by
  have hc : 2 * (l : ℂ) + 1 ≠ 0 := by
    exact_mod_cast (by linarith [h.l_nonneg] : (0 : ℝ) < 2 * l + 1).ne'
  obtain ⟨hPP, hQQ, -, -⟩ := projectors h
  constructor
  · have t : ∀ k, upper L σ l * σ k * lower L σ l * σ k * upper L σ l = upper L σ l
        - upper L σ l * ((σ k * upper L σ l * σ k) * upper L σ l) := by
      intro k
      calc _ = upper L σ l * (σ k * σ k) * upper L σ l
            - upper L σ l * ((σ k * upper L σ l * σ k) * upper L σ l) := by
              unfold lower; noncomm_ring
        _ = _ := by rw [h.s_sq, mul_one, hPP]
    rw [Finset.sum_congr rfl fun k _ => t k, Finset.sum_sub_distrib, ← Finset.mul_sum,
      ← Finset.sum_mul, sum_upper h, smul_mul_assoc, sub_mul, smul_mul_assoc, one_mul,
      (LS_levels h).1]
    simp only [Fin.sum_univ_three, mul_smul_comm, mul_sub, hPP]
    match_scalars
    field_simp
    ring
  · have t : ∀ k, lower L σ l * σ k * upper L σ l * σ k * lower L σ l
        = lower L σ l * ((σ k * upper L σ l * σ k) * lower L σ l) := by
      intro k
      simp only [mul_assoc]
    rw [Finset.sum_congr rfl fun k _ => t k, ← Finset.mul_sum, ← Finset.sum_mul,
      sum_upper h, smul_mul_assoc, sub_mul, smul_mul_assoc, one_mul, (LS_levels h).2]
    simp only [mul_smul_comm, mul_sub, hQQ]
    module
```

The cancellation for $J_k$ is checked for each component.

```lean
/-- Each component of the total angular momentum `L + σ/2` of a coupled spin one half commutes
with `σ·L`. -/
theorem total_comm (h : SpinHalfCoupling L σ l) (k : Fin 3) :
    Commute (L k + (1 / 2 : ℂ) • σ k) (LS L σ) := by
  have a : ∀ k j, L k * (σ j * L j) = σ j * (L k * L j) := by
    intro k j
    rw [← mul_assoc, h.comm, mul_assoc]
  have b : ∀ k j, σ j * L j * L k = σ j * (L j * L k) := fun k j => mul_assoc _ _ _
  have c : ∀ k j, σ k * (σ j * L j) = σ k * σ j * L j := fun k j => (mul_assoc _ _ _).symm
  have d : ∀ k j, σ j * L j * σ k = σ j * σ k * L j := by
    intro k j
    rw [mul_assoc, h.comm, mul_assoc]
  have gen : ∀ x p q r : A, p - q = I • r → x * p - x * q = I • (x * r) := by
    intro x p q r e
    rw [← mul_sub, e, mul_smul_comm]
  have hk : ∀ k : Fin 3, k = 0 ∨ k = 1 ∨ k = 2 := by decide
  unfold Commute SemiconjBy
  -- the orbital and the spin commutators cancel, component by component
  rcases hk k with rfl | rfl | rfl <;>
    simp only [LS, add_mul, mul_add, smul_mul_assoc, mul_smul_comm, a, b, c, d, h.s_sq,
      h.s_xy, h.s_yz, h.s_zx, h.s_yx, h.s_zy, h.s_xz, one_mul]
  · linear_combination (norm := module) gen (σ 1) _ _ _ h.L_xy - gen (σ 2) _ _ _ h.L_zx
  · linear_combination (norm := module) gen (σ 2) _ _ _ h.L_yz - gen (σ 0) _ _ _ h.L_xy
  · linear_combination (norm := module) gen (σ 0) _ _ _ h.L_zx - gen (σ 1) _ _ _ h.L_yz
```

Then `z1` and `z2` remove $J_k$ between the levels.

```lean
/-- Between the two levels of a coupled spin one half, the magnetic dipole operator acts as
`(g_S - g_L) σ/2`. -/
theorem moment_between (h : SpinHalfCoupling L σ l) (gL gS : ℂ) (k : Fin 3) :
    upper L σ l * moment L σ gL gS k * lower L σ l
      = ((gS - gL) / 2) • (upper L σ l * σ k * lower L σ l) ∧
    lower L σ l * moment L σ gL gS k * upper L σ l
      = ((gS - gL) / 2) • (lower L σ l * σ k * upper L σ l) := by
  obtain ⟨-, -, hPQ, hQP⟩ := projectors h
  have hJ : Commute (L k + (1 / 2 : ℂ) • σ k) (upper L σ l) :=
    ((total_comm h k).add_right ((Commute.one_right _).smul_right _)).smul_right _
  have hm : moment L σ gL gS k
      = gL • (L k + (1 / 2 : ℂ) • σ k) + ((gS - gL) / 2) • σ k := by
    unfold moment; module
  -- the total angular momentum does not connect the levels
  have z1 : upper L σ l * (L k + (1 / 2 : ℂ) • σ k) * lower L σ l = 0 := by
    rw [← hJ.eq, mul_assoc, hPQ, mul_zero]
  have z2 : lower L σ l * (L k + (1 / 2 : ℂ) • σ k) * upper L σ l = 0 := by
    rw [mul_assoc, hJ.eq, ← mul_assoc, hQP, zero_mul]
  constructor
  · rw [hm, mul_add, add_mul]
    simp only [mul_smul_comm, smul_mul_assoc, z1, smul_zero, zero_add]
  · rw [hm, mul_add, add_mul]
    simp only [mul_smul_comm, smul_mul_assoc, z2, smul_zero, zero_add]
```

In `dipole_strength`, `split` uses $q^2=q$ to cut each product into two transition factors, so that the previous theorem applies to both.

```lean
/-- Magnetic dipole strengths between the fine-structure levels of a coupled spin one half:
`(g_S - g_L)² l/(2l+1)` from the upper level and `(g_S - g_L)² (l+1)/(2l+1)` from the lower. -/
theorem dipole_strength (h : SpinHalfCoupling L σ l) (gL gS : ℂ) :
    ∑ k, upper L σ l * moment L σ gL gS k * lower L σ l * moment L σ gL gS k * upper L σ l
      = ((gS - gL) ^ 2 * l / (2 * l + 1)) • upper L σ l ∧
    ∑ k, lower L σ l * moment L σ gL gS k * upper L σ l * moment L σ gL gS k * lower L σ l
      = ((gS - gL) ^ 2 * (l + 1) / (2 * l + 1)) • lower L σ l := by
  obtain ⟨hPP, hQQ, -, -⟩ := projectors h
  have split : ∀ p q x : A, q * q = q → p * x * q * x * p = (p * x * q) * (q * x * p) := by
    intro p q x hq
    calc _ = p * x * (q * q) * x * p := by rw [hq]
      _ = _ := by simp only [mul_assoc]
  constructor
  · rw [Finset.sum_congr rfl fun k _ => show _ = ((gS - gL) / 2 * ((gS - gL) / 2)) •
      (upper L σ l * σ k * lower L σ l * σ k * upper L σ l) by
        rw [split _ _ _ hQQ, (moment_between h gL gS k).1, (moment_between h gL gS k).2,
          smul_mul_assoc, mul_smul_comm, smul_smul, ← split _ _ _ hQQ],
      ← Finset.smul_sum, (spin_strength h).1, smul_smul]
    congr 1
    ring
  · rw [Finset.sum_congr rfl fun k _ => show _ = ((gS - gL) / 2 * ((gS - gL) / 2)) •
      (lower L σ l * σ k * upper L σ l * σ k * lower L σ l) by
        rw [split _ _ _ hPP, (moment_between h gL gS k).1, (moment_between h gL gS k).2,
          smul_mul_assoc, mul_smul_comm, smul_smul, ← split _ _ _ hPP],
      ← Finset.smul_sum, (spin_strength h).2, smul_smul]
    congr 1
    ring
```

Q: Do the two directions agree in total?

A: Under any linear functional with $\tau(xy)=\tau(yx)$ they do, and equating them gives $l\,\tau(P)=(l+1)\,\tau(Q)$. For the matrix trace this is the ratio of the level dimensions, $2l+2$ to $2l$ in a single multiplet.

```lean
/-- For a coupled spin one half, every linear functional `τ` with `τ(xy) = τ(yx)` weights the
two levels according to `l τ(P) = (l+1) τ(Q)`. -/
theorem level_weights (h : SpinHalfCoupling L σ l) (τ : A →ₗ[ℂ] ℂ)
    (hτ : ∀ x y, τ (x * y) = τ (y * x)) :
    (l : ℂ) * τ (upper L σ l) = ((l : ℂ) + 1) * τ (lower L σ l) := by
  have hc : 2 * (l : ℂ) + 1 ≠ 0 := by
    exact_mod_cast (by linarith [h.l_nonneg] : (0 : ℝ) < 2 * l + 1).ne'
  obtain ⟨hPP, hQQ, -, -⟩ := projectors h
  have split : ∀ p q x : A, q * q = q → p * x * q * x * p = (p * x * q) * (q * x * p) := by
    intro p q x hq
    calc _ = p * x * (q * q) * x * p := by rw [hq]
      _ = _ := by simp only [mul_assoc]
  -- the total strength is the same in both directions
  have e : τ (∑ k, upper L σ l * σ k * lower L σ l * σ k * upper L σ l)
      = τ (∑ k, lower L σ l * σ k * upper L σ l * σ k * lower L σ l) := by
    rw [map_sum, map_sum]
    refine Finset.sum_congr rfl fun k _ => ?_
    rw [split (upper L σ l) (lower L σ l) (σ k) hQQ,
      split (lower L σ l) (upper L σ l) (σ k) hPP]
    exact hτ _ _
  rw [(spin_strength h).1, (spin_strength h).2, map_smul, map_smul, smul_eq_mul,
    smul_eq_mul] at e
  have i := mul_inv_cancel₀ hc
  linear_combination ((2 * (l : ℂ) + 1) / 4) * e
    - ((l : ℂ) * τ (upper L σ l) - ((l : ℂ) + 1) * τ (lower L σ l)) * i
```

Q: Show me the $1/3$ on an actual state.

A: Take $l=1$ and label product states by $m_l$ and the spin direction. The state $|1,\uparrow\rangle$ lies in $P$. The operator $\sigma_z$ leaves it there, while $\sigma_x$ and $\sigma_y$ give $|1,\downarrow\rangle$ and $i|1,\downarrow\rangle$. The lower state with $m_j=\tfrac12$ is $\sqrt{2/3}\,|1,\downarrow\rangle-\sqrt{1/3}\,|0,\uparrow\rangle$, so each contributes $2/3$. The sum is $4/3=4l/(2l+1)$, and the factor $(2-1)^2/4$ turns it into $1/3$. Four upper states at $1/3$ and two lower states at $2/3$ both total $4/3$.

Q: Do matrices for this case satisfy every field of the structure?

A: They do: `coupling_witness` checks them on the six-dimensional product space, with $L$ in the Cartesian basis.

```lean
/-- The angular momentum matrices for `l = 1` in the Cartesian basis. -/
def orbitalOne : Fin 3 → Matrix (Fin 3) (Fin 3) ℂ :=
  ![!![0, 0, 0; 0, 0, -I; 0, I, 0], !![0, 0, I; 0, 0, 0; -I, 0, 0],
    !![0, -I, 0; I, 0, 0; 0, 0, 0]]

/-- The three Pauli matrices. -/
def pauli : Fin 3 → Matrix (Fin 2) (Fin 2) ℂ :=
  ![!![0, 1; 1, 0], !![0, -I; I, 0], !![1, 0; 0, -1]]

/-- The `l = 1` matrices and the Pauli matrices, acting on the two factors of a Kronecker
product, form a coupled spin one half with `l = 1`. -/
theorem coupling_witness :
    SpinHalfCoupling (fun k => orbitalOne k ⊗ₖ (1 : Matrix (Fin 2) (Fin 2) ℂ))
      (fun k => (1 : Matrix (Fin 3) (Fin 3) ℂ) ⊗ₖ pauli k) 1 := by
  have kl : ∀ X Y : Matrix (Fin 3) (Fin 3) ℂ, (X ⊗ₖ (1 : Matrix (Fin 2) (Fin 2) ℂ)) *
      (Y ⊗ₖ (1 : Matrix (Fin 2) (Fin 2) ℂ)) = (X * Y) ⊗ₖ (1 : Matrix (Fin 2) (Fin 2) ℂ) := by
    intro X Y
    rw [← Matrix.mul_kronecker_mul, one_mul]
  have ks : ∀ X Y : Matrix (Fin 2) (Fin 2) ℂ, ((1 : Matrix (Fin 3) (Fin 3) ℂ) ⊗ₖ X) *
      ((1 : Matrix (Fin 3) (Fin 3) ℂ) ⊗ₖ Y) = (1 : Matrix (Fin 3) (Fin 3) ℂ) ⊗ₖ (X * Y) := by
    intro X Y
    rw [← Matrix.mul_kronecker_mul, one_mul]
  have lift : ∀ X Y Z : Matrix (Fin 3) (Fin 3) ℂ, X * Y = Y * X + I • Z →
      (X ⊗ₖ (1 : Matrix (Fin 2) (Fin 2) ℂ)) * (Y ⊗ₖ (1 : Matrix (Fin 2) (Fin 2) ℂ))
      - (Y ⊗ₖ (1 : Matrix (Fin 2) (Fin 2) ℂ)) * (X ⊗ₖ (1 : Matrix (Fin 2) (Fin 2) ℂ))
      = I • (Z ⊗ₖ (1 : Matrix (Fin 2) (Fin 2) ℂ)) := by
    intro X Y Z e
    rw [kl, kl, e, Matrix.add_kronecker, Matrix.smul_kronecker, add_sub_cancel_left]
  have lifts : ∀ (X Y Z : Matrix (Fin 2) (Fin 2) ℂ) (c : ℂ), X * Y = c • Z →
      ((1 : Matrix (Fin 3) (Fin 3) ℂ) ⊗ₖ X) * ((1 : Matrix (Fin 3) (Fin 3) ℂ) ⊗ₖ Y)
      = c • ((1 : Matrix (Fin 3) (Fin 3) ℂ) ⊗ₖ Z) := by
    intro X Y Z c e
    rw [ks, e, Matrix.kronecker_smul]
  have sq : orbitalOne 0 * orbitalOne 0 + orbitalOne 1 * orbitalOne 1
      + orbitalOne 2 * orbitalOne 2 = (2 : ℂ) • (1 : Matrix (Fin 3) (Fin 3) ℂ) := by
    ext i j
    fin_cases i <;> fin_cases j <;>
      simp [orbitalOne] <;> norm_num
  have psq : ∀ k, pauli k * pauli k = 1 := by
    intro k
    ext i j
    fin_cases k <;> fin_cases i <;> fin_cases j <;>
      simp [pauli, Matrix.mul_apply, Fin.sum_univ_succ]
  constructor
  case l_nonneg => exact zero_le_one
  case L_sq =>
    simp only [kl]
    rw [← Matrix.add_kronecker, ← Matrix.add_kronecker, sq, Matrix.smul_kronecker,
      Matrix.one_kronecker_one]
    congr 1
    norm_num
  case s_sq =>
    intro k
    simp only [ks, psq, Matrix.one_kronecker_one]
  case comm =>
    intro j k
    simp only [← Matrix.mul_kronecker_mul, one_mul, mul_one]
  case L_xy | L_yz | L_zx =>
    apply lift
    ext i j
    fin_cases i <;> fin_cases j <;>
      simp [orbitalOne, Matrix.mul_apply, Fin.sum_univ_succ]
  all_goals
    apply lifts
    ext i j
    fin_cases i <;> fin_cases j <;> simp [pauli, Matrix.mul_apply, Fin.sum_univ_succ]

end

end FineStructureDipole
```

```lean
#print axioms FineStructureDipole.dipole_strength
#print axioms FineStructureDipole.level_weights
```

```
'FineStructureDipole.dipole_strength' depends on axioms: [propext, Classical.choice, Quot.sound]
'FineStructureDipole.level_weights' depends on axioms: [propext, Classical.choice, Quot.sound]
```
